# For su(1,1) ladder operators, lowering K₊ⁿ⁺¹v once gives (n+1)(2k+n) K₊ⁿv when K₋v = 0 and K₀v = kv

## Why does removing one pair give a quadratic factor?

Suppose $[K_0,K_+]=K_+$ and $[K_-,K_+]=2K_0$, as for the ladder operators of su(1,1), and let $v$ be a lowest state, with $K_-v=0$ and $K_0v=kv$. One raising and one lowering step give

$$K_-K_+v=K_+K_-v+2K_0v=2k\,v.$$

After two raisings I get $K_-K_+^2v=2(2k+1)K_+v$. For an ordinary oscillator the factor $n+1$ just counts quanta. Here $K_+$ can stand for the creation of a photon pair, yet the factor grows like $n^2$. Where does the extra growth come from, and does it depend on how the pairs are realised?

## Each crossing leaves a weight that grows along the ladder

The commutator of $K_-$ and $K_+$ is an operator, $2K_0$, whose value rises by 2 at each rung. The factor is the sum of these values, and only the commutators and the lowest state enter. First,

$$K_0K_+^{n+1}v=K_+K_0K_+^nv+K_+^{n+1}v,$$

so by induction $K_0K_+^nv=(k+n)K_+^nv$. Now assume $K_-K_+^{n+1}v=(n+1)(2k+n)K_+^nv$, which for $n=0$ is the case you computed. Then

$$\begin{aligned}K_-K_+^{n+2}v&=K_+K_-K_+^{n+1}v+2K_0K_+^{n+1}v\\&=[(n+1)(2k+n)+2(k+n+1)]K_+^{n+1}v\\&=(n+2)(2k+n+1)K_+^{n+1}v.\end{aligned}$$

Repeated lowering gives $K_-^nK_+^nv=\prod_{j<n}(j+1)(2k+j)\,v$. If $K_-$ is the adjoint of $K_+$ and $k$ is real, then

$$\|K_+^{n+1}v\|^2=\langle K_+^nv,K_-K_+^{n+1}v\rangle=(n+1)(2k+n)\|K_+^nv\|^2.$$

At $n=0$ this reads $\|K_+v\|^2=2k\|v\|^2$, so $k\ge0$ if $v\ne0$. For $k>0$ and $v\neq0$, the normalised states $|n\rangle=K_+^nv/\|K_+^nv\|$ obey $K_-|n+1\rangle=\sqrt{(n+1)(2k+n)}\,|n\rangle$.

For photon pairs in one mode, take an annihilator $a$ and a creator $c$ (usually written $a^\dagger$) with $[a,c]=1$, and set $K_+=c^2/2$, $K_-=a^2/2$, $K_0=ca/2+1/4$. Since $[a,c^2]=2c$, we have $[ca,c^2]=2c^2$ and $[a^2,c^2]=4ca+2$, which are the two relations after division by 4. If $av=0$, then $K_-v=0$ and $k=1/4$, so the factor is $(n+1)(n+\tfrac12)$. With $c$ the adjoint of $a$, the square root of this factor is the matrix element of $a^2/2$ from the normalised number state with $2n+2$ photons to the one with $2n$, and of $c^2/2$ in the reverse direction. A single-mode squeezing Hamiltonian contains these two pair terms, each multiplied by a coupling constant.

In the Lean file below, `K0`, `Kp` and `Km` are elements of `Module.End ℂ V`: linear maps defined on all of a complex vector space of any dimension. The hypotheses `h0` and `h1` are the commutators, and `hv` and `hk` describe the lowest state. In `lowering_ladder`, $k$ may be complex and $v$ may be zero. The norm theorems take $k$ real and assume adjointness as `hadj`, which expresses that pair annihilation is the Hermitian conjugate of pair creation.

Photon operators on the full Hilbert space are unbounded. To apply the result there, one must choose a common domain that they map into itself, such as the finite combinations of number states.

```lean
import Mathlib

open Polynomial

namespace SU11Ladder

noncomputable section

variable {V : Type*} [AddCommGroup V] [Module ℂ V]

/-- If `[K0, K+] = K+` and `K0 v = k v`, then `K+^n v` satisfies the eigenvalue equation
of `K0` with value `k + n`. -/
theorem weight_ladder {K0 Kp : Module.End ℂ V} {v : V} {k : ℂ}
    (h0 : K0 * Kp - Kp * K0 = Kp) (hk : K0 v = k • v) (n : ℕ) :
    K0 ((Kp ^ n) v) = (k + n) • (Kp ^ n) v := by
  have hc : ∀ x, K0 (Kp x) = Kp (K0 x) + Kp x := fun x =>
    sub_eq_iff_eq_add'.mp (LinearMap.congr_fun h0 x)
  have step : ∀ m : ℕ, (Kp ^ (m + 1)) v = Kp ((Kp ^ m) v) := fun m => by
    rw [pow_succ', Module.End.mul_apply]
  induction n with
  | zero =>
    simp only [pow_zero, Module.End.one_apply, hk, Nat.cast_zero, add_zero]
  | succ n ih =>
    rw [step n, hc, ih, map_smul]
    push_cast
    module

/-- If `[K0, K+] = K+`, `[K-, K+] = 2 K0`, `K- v = 0` and `K0 v = k v`, then lowering
`K+^(n+1) v` once gives `(n+1)(2k+n) K+^n v`. -/
theorem lowering_ladder {K0 Kp Km : Module.End ℂ V} {v : V} {k : ℂ}
    (h0 : K0 * Kp - Kp * K0 = Kp) (h1 : Km * Kp - Kp * Km = (2 : ℂ) • K0)
    (hv : Km v = 0) (hk : K0 v = k • v) (n : ℕ) :
    Km ((Kp ^ (n + 1)) v) = (((n : ℂ) + 1) * (2 * k + n)) • (Kp ^ n) v := by
  have hc : ∀ x, Km (Kp x) = Kp (Km x) + (2 : ℂ) • K0 x := fun x =>
    sub_eq_iff_eq_add'.mp (LinearMap.congr_fun h1 x)
  have step : ∀ m : ℕ, (Kp ^ (m + 1)) v = Kp ((Kp ^ m) v) := fun m => by
    rw [pow_succ', Module.End.mul_apply]
  induction n with
  | zero =>
    rw [step 0, hc, weight_ladder h0 hk]
    simp only [pow_zero, Module.End.one_apply, hv, map_zero, Nat.cast_zero]
    module
  | succ n ih =>
    -- move the lowering operator past one raising operator
    rw [step (n + 1), hc, ih, map_smul, ← step n, weight_ladder h0 hk]
    push_cast
    module

/-- Under the two commutation relations, with `K- v = 0` and `K0 v = k v`, raising `n` times
and then lowering `n` times multiplies `v` by the product of `(j+1)(2k+j)` over `j < n`. -/
theorem lower_pow_raise_pow {K0 Kp Km : Module.End ℂ V} {v : V} {k : ℂ}
    (h0 : K0 * Kp - Kp * K0 = Kp) (h1 : Km * Kp - Kp * Km = (2 : ℂ) • K0)
    (hv : Km v = 0) (hk : K0 v = k • v) (n : ℕ) :
    (Km ^ n) ((Kp ^ n) v) =
      (∏ j ∈ Finset.range n, ((j : ℂ) + 1) * (2 * k + j)) • v := by
  induction n with
  | zero => simp
  | succ n ih =>
    rw [pow_succ Km n, Module.End.mul_apply, lowering_ladder h0 h1 hv hk, map_smul, ih,
      Finset.prod_range_succ, smul_smul, mul_comm]

section Norms

variable {E : Type*} [NormedAddCommGroup E] [InnerProductSpace ℂ E]

/-- Let the two commutation relations hold, let `K-` be adjoint to `K+`, and let `K- v = 0` and
`K0 v = k v` with `k` real. Then the squared norm of `K+^n v` is that of `v` times the
product of `(j+1)(2k+j)` over `j < n`. -/
theorem norm_sq_ladder {K0 Kp Km : Module.End ℂ E} {v : E} {k : ℝ}
    (h0 : K0 * Kp - Kp * K0 = Kp) (h1 : Km * Kp - Kp * Km = (2 : ℂ) • K0)
    (hadj : ∀ x y, inner ℂ (Kp x) y = inner ℂ x (Km y))
    (hv : Km v = 0) (hk : K0 v = (k : ℂ) • v) (n : ℕ) :
    ‖(Kp ^ n) v‖ ^ 2 =
      (∏ j ∈ Finset.range n, ((j : ℝ) + 1) * (2 * k + j)) * ‖v‖ ^ 2 := by
  have hn : ∀ x : E, inner ℂ x x = ((‖x‖ ^ 2 : ℝ) : ℂ) := fun x =>
    (inner_self_eq_norm_sq_to_K (𝕜 := ℂ) x).trans (Complex.ofReal_pow _ _).symm
  induction n with
  | zero => simp
  | succ n ih =>
    have s : (Kp ^ (n + 1)) v = Kp ((Kp ^ n) v) := by
      rw [pow_succ', Module.End.mul_apply]
    -- transfer one raising operator to the other side of the inner product
    have e : inner ℂ ((Kp ^ (n + 1)) v) ((Kp ^ (n + 1)) v) =
        (((n : ℂ) + 1) * (2 * k + n)) * inner ℂ ((Kp ^ n) v) ((Kp ^ n) v) :=
      calc _ = inner ℂ (Kp ((Kp ^ n) v)) ((Kp ^ (n + 1)) v) := by rw [s]
        _ = inner ℂ ((Kp ^ n) v) (Km ((Kp ^ (n + 1)) v)) := hadj _ _
        _ = _ := by rw [lowering_ladder h0 h1 hv hk, inner_smul_right]
    rw [hn, hn] at e
    have e' : ‖(Kp ^ (n + 1)) v‖ ^ 2 =
        (((n : ℝ) + 1) * (2 * k + n)) * ‖(Kp ^ n) v‖ ^ 2 := by
      exact_mod_cast e
    rw [e', ih, Finset.prod_range_succ]
    ring

/-- If the two commutation relations hold and `K-` is adjoint to `K+`, then a nonzero `v` with
`K- v = 0` and `K0 v = k v`, `k` real, has `k ≥ 0`. -/
theorem lowest_weight_nonneg {K0 Kp Km : Module.End ℂ E} {v : E} {k : ℝ}
    (h0 : K0 * Kp - Kp * K0 = Kp) (h1 : Km * Kp - Kp * Km = (2 : ℂ) • K0)
    (hadj : ∀ x y, inner ℂ (Kp x) y = inner ℂ x (Km y))
    (hv : Km v = 0) (hk : K0 v = (k : ℂ) • v) (hne : v ≠ 0) : 0 ≤ k := by
  have h := norm_sq_ladder h0 h1 hadj hv hk 1
  rw [Finset.prod_range_one, Nat.cast_zero] at h
  have hp : 0 < ‖v‖ ^ 2 := pow_pos (norm_pos_iff.mpr hne) 2
  by_contra hneg
  have hlt := mul_neg_of_neg_of_pos (lt_of_not_ge hneg) hp
  nlinarith [sq_nonneg ‖(Kp ^ 1) v‖]

end Norms

/-- The pair operator `b²/2` of a mode operator `b`. -/
def pair (b : Module.End ℂ V) : Module.End ℂ V := (1 / 2 : ℂ) • (b * b)

/-- The weight operator `c a / 2 + 1/4` of a mode with annihilator `a` and creator `c`. -/
def pairWeight (a c : Module.End ℂ V) : Module.End ℂ V :=
  (1 / 2 : ℂ) • (c * a) + (1 / 4 : ℂ) • 1

/-- If `[a, c] = 1`, then `K+ = c²/2`, `K- = a²/2` and `K0 = c a / 2 + 1/4` satisfy
`[K0, K+] = K+` and `[K-, K+] = 2 K0`. -/
theorem pair_commutators {a c : Module.End ℂ V} (h : a * c - c * a = 1) :
    pairWeight a c * pair c - pair c * pairWeight a c = pair c ∧
      pair a * pair c - pair c * pair a = (2 : ℂ) • pairWeight a c := by
  have hc : ∀ x, a (c x) = c (a x) + x := fun x =>
    sub_eq_iff_eq_add'.mp (LinearMap.congr_fun h x)
  -- normal ordering on an arbitrary vector
  constructor <;> refine LinearMap.ext fun x => ?_ <;>
    simp only [pair, pairWeight, LinearMap.sub_apply, LinearMap.add_apply,
      LinearMap.smul_apply, Module.End.mul_apply, Module.End.one_apply,
      map_smul, map_add, hc] <;>
    module

/-- A vector with `a v = 0` is annihilated by `a²/2` and satisfies `K0 v = v/4` for
`K0 = c a / 2 + 1/4`. -/
theorem pair_vacuum {a : Module.End ℂ V} (c : Module.End ℂ V) {v : V} (hv : a v = 0) :
    pair a v = 0 ∧ pairWeight a c v = (1 / 4 : ℂ) • v := by
  constructor <;>
    simp only [pair, pairWeight, LinearMap.add_apply, LinearMap.smul_apply,
      Module.End.mul_apply, Module.End.one_apply, hv, map_zero, smul_zero, zero_add]

/-- If `[a, c] = 1` and `a v = 0`, then removing one pair from `(c²/2)^(n+1) v` with `a²/2`
gives `(n+1)(n+1/2) (c²/2)^n v`. -/
theorem pair_vacuum_ladder {a c : Module.End ℂ V} {v : V}
    (h : a * c - c * a = 1) (hv : a v = 0) (n : ℕ) :
    pair a ((pair c ^ (n + 1)) v) =
      (((n : ℂ) + 1) * (n + 1 / 2)) • (pair c ^ n) v := by
  rw [lowering_ladder (pair_commutators h).1 (pair_commutators h).2
    (pair_vacuum c hv).1 (pair_vacuum c hv).2]
  congr 1
  ring

/-- Differentiation of complex polynomials, as a mode annihilator. -/
def polyA : Module.End ℂ ℂ[X] := Polynomial.derivative

/-- Multiplication of complex polynomials by `X`, as a mode creator. -/
def polyC : Module.End ℂ ℂ[X] := LinearMap.mulLeft ℂ X

/-- On complex polynomials, differentiation and multiplication by `X` have commutator 1; their
pair operators satisfy the two relations, with the constant polynomial 1 as lowest vector
and `k = 1/4`. -/
theorem lowering_ladder_witness :
    polyA * polyC - polyC * polyA = 1 ∧
    pairWeight polyA polyC * pair polyC - pair polyC * pairWeight polyA polyC = pair polyC ∧
    pair polyA * pair polyC - pair polyC * pair polyA = (2 : ℂ) • pairWeight polyA polyC ∧
    pair polyA 1 = 0 ∧ pairWeight polyA polyC 1 = (1 / 4 : ℂ) • (1 : ℂ[X]) := by
  have h : polyA * polyC - polyC * polyA = 1 := by
    refine LinearMap.ext fun p => ?_
    simp only [polyA, polyC, LinearMap.sub_apply, Module.End.mul_apply,
      LinearMap.mulLeft_apply, Polynomial.derivative_mul, Polynomial.derivative_X,
      Module.End.one_apply]
    ring
  have hv : polyA 1 = 0 := Polynomial.derivative_one
  exact ⟨h, (pair_commutators h).1, (pair_commutators h).2,
    (pair_vacuum polyC hv).1, (pair_vacuum polyC hv).2⟩

end

end SU11Ladder
```

```lean
#print axioms SU11Ladder.lowering_ladder
#print axioms SU11Ladder.lower_pow_raise_pow
#print axioms SU11Ladder.lowest_weight_nonneg
#print axioms SU11Ladder.pair_vacuum_ladder
```

```
'SU11Ladder.lowering_ladder' depends on axioms: [propext, Classical.choice, Quot.sound]
'SU11Ladder.lower_pow_raise_pow' depends on axioms: [propext, Classical.choice, Quot.sound]
'SU11Ladder.lowest_weight_nonneg' depends on axioms: [propext, Classical.choice, Quot.sound]
'SU11Ladder.pair_vacuum_ladder' depends on axioms: [propext, Classical.choice, Quot.sound]
```

In `weight_ladder` and `lowering_ladder`, `hc` is a commutator applied to a vector, and `step` peels off the leftmost `Kp`. Rewriting with them, with the induction hypothesis `ih` and, in `lowering_ladder`, with the weights from `weight_ladder` reproduces the displayed lines, and `module` checks the scalar identity. `lower_pow_raise_pow` collects the factors.

In `norm_sq_ladder`, the `calc` block moves one `Kp` across the inner product, and `exact_mod_cast` turns the complex equation into a real one. `lowest_weight_nonneg` takes the case of one raising: a negative $k$ would make a squared norm negative.

`pair_commutators` uses `hc` to move every $a$ to the right of every $c$, then compares coefficients. `pair_vacuum` supplies the lowest state, and `pair_vacuum_ladder` inserts both into the general formula.

Finally, `lowering_ladder_witness` takes $a=d/dX$ and $c=X$ on complex polynomials, where the product rule gives $(Xp)'-Xp'=p$. The constant polynomial 1 is the lowest state, so the algebraic hypotheses hold in an infinite-dimensional example with a nonzero $v$. No inner product is put on the polynomials, so this example does not address `hadj`.
